# Among grid matrices $R$ with overlap $RX^T=S$, $S(XX^T)^{-1}X$ has the smallest Frobenius norm

Take one basis function and two grid points, with $X=(\tfrac12,\tfrac12)$ and exact overlap $S=1$. The grid gives $XX^T=\tfrac12$, which is too small. A row $R=(r_1,r_2)$ repairs this if $RX^T=1$, that is, if $r_1+r_2=2$. These rows form a line in the plane, and the point of the line nearest the origin is $Q=(1,1)=S(XX^T)^{-1}X$. The competitor $R=(2,0)$ has squared norm $4=2+2$: the squared norm of $Q$ plus that of the deviation $(1,-1)$, which is perpendicular to $Q$.

In general, let $X_{ip}=\sqrt{w_p}\,\phi_i(\mathbf r_p)$, with real basis functions $\phi_i$, grid points $\mathbf r_p$ and nonnegative weights $w_p$. In Lean, the finite types `n` and `g` label basis functions and grid points.

```lean
import Mathlib

open Matrix

namespace OverlapFitting

noncomputable section

variable {n g : Type*} [Fintype n] [DecidableEq n] [Fintype g]
```

The numerical overlap is $G=XX^T$.

```lean
/-- The overlap matrix of the basis functions as evaluated by quadrature on the grid. -/
def gridOverlap (X : Matrix n g ℝ) : Matrix n n ℝ := X * Xᵀ
```

With $S$ the exact overlap matrix, the fitted matrix is $Q=SG^{-1}X$.

```lean
/-- The overlap-fitted matrix `Q = S (X Xᵀ)⁻¹ X`. -/
def fittedQ (S : Matrix n n ℝ) (X : Matrix n g ℝ) : Matrix n g ℝ :=
  S * (gridOverlap X)⁻¹ * X
```

The squared Frobenius norm is $\|A\|^2=\sum_{i,p}A_{ip}^2$.

```lean
/-- The squared Frobenius norm, the sum of the squares of all entries. -/
def frobSq (A : Matrix n g ℝ) : ℝ := ∑ i, ∑ p, A i p ^ 2
```

The hypothesis `IsUnit (gridOverlap X).det` says that $G$ is invertible: the weighted basis functions are linearly independent on the grid. Lean takes $X$ and $S$ as arbitrary real matrices; $S$ need not be symmetric or positive, and it is not computed from integrals.

Matrices of this form can serve in seminumerical exchange builds, where one integration is done on a grid. The result concerns only the overlap condition $RX^T=S$ on a finite grid, not the error in the exchange energy.

### (a) The norm as a trace

Show that $\|A\|^2=\operatorname{tr}(AA^T)$.

The diagonal entry $(AA^T)_{ii}$ is $\sum_pA_{ip}^2$; sum over $i$. Lean's `simp` unfolds the same sums.

```lean
omit [DecidableEq n] in
/-- The squared Frobenius norm of `A` is the trace of `A Aᵀ`. -/
theorem frobSq_eq_trace (A : Matrix n g ℝ) : frobSq A = (A * Aᵀ).trace := by
  simp [frobSq, Matrix.trace, Matrix.mul_apply, sq]
```

### (b) Positivity

Show that $A\neq0$ implies $\|A\|^2>0$.

Some entry $A_{ip}$ is nonzero. Its square is positive, at most the sum of squares in row $i$, and hence at most the full sum. The `calc` chain has these three steps.

```lean
omit [DecidableEq n] in
/-- A nonzero matrix has positive squared Frobenius norm. -/
theorem frobSq_pos {A : Matrix n g ℝ} (hA : A ≠ 0) : 0 < frobSq A := by
  obtain ⟨i, p, hip⟩ : ∃ i p, A i p ≠ 0 := by
    by_contra hc
    apply hA
    ext i p
    by_contra h
    exact hc ⟨i, p, h⟩
  calc 0 < A i p ^ 2 := by positivity
    _ ≤ ∑ q, A i q ^ 2 :=
      Finset.single_le_sum (f := fun q => A i q ^ 2)
        (fun _ _ => sq_nonneg _) (Finset.mem_univ p)
    _ ≤ frobSq A :=
      Finset.single_le_sum (f := fun k => ∑ q, A k q ^ 2)
        (fun _ _ => Finset.sum_nonneg fun _ _ => sq_nonneg _) (Finset.mem_univ i)
```

### (c) The overlap condition

Show that $QX^T=S$ if $G$ is invertible.

Regrouping gives $QX^T=SG^{-1}(XX^T)=SG^{-1}G=S$. In the code, `hG` is the cancellation $G^{-1}G=1$.

```lean
/-- If the numerical overlap is invertible, the fitted matrix reproduces the
overlap `S` on the grid. -/
theorem fittedQ_mul_transpose (S : Matrix n n ℝ) (X : Matrix n g ℝ)
    (h : IsUnit (gridOverlap X).det) : fittedQ S X * Xᵀ = S := by
  have hG : (gridOverlap X)⁻¹ * (X * Xᵀ) = 1 := Matrix.nonsing_inv_mul _ h
  rw [fittedQ, Matrix.mul_assoc, Matrix.mul_assoc, hG, Matrix.mul_one]
```

### (d) Invisible changes are orthogonal to $Q$

Let $DX^T=0$. Show that $QD^T=0$.

Transposing the assumption gives $XD^T=0$, so $QD^T=SG^{-1}(XD^T)=0$. Every row of $D$ is therefore orthogonal to every row of $Q$.

```lean
/-- A change `D` that leaves the fitted overlap untouched has rows orthogonal to
all rows of the fitted matrix. -/
theorem fittedQ_orthogonal (S : Matrix n n ℝ) (X D : Matrix n g ℝ)
    (hD : D * Xᵀ = 0) : fittedQ S X * Dᵀ = 0 := by
  have hX : X * Dᵀ = 0 := by
    have h := congrArg Matrix.transpose hD
    simpa [Matrix.transpose_mul] using h
  rw [fittedQ, Matrix.mul_assoc, hX, Matrix.mul_zero]
```

### (e) A Pythagorean identity

Let $G$ be invertible and $RX^T=S$. Show that $\|R\|^2=\|Q\|^2+\|R-Q\|^2$.

Put $D=R-Q$. By (c), $DX^T=S-S=0$, so (d) gives $QD^T=0$, and its transpose is $DQ^T=0$. Hence
$$RR^T=(Q+D)(Q+D)^T=QQ^T+DD^T,$$
and (a) turns the traces into norms. The cross terms are `h1` and `h2`; `generalize` names the deviation $D$ before the expansion.

```lean
/-- For every matrix `R` satisfying the overlap condition, the squared norm splits
into that of the fitted matrix and that of the deviation from it. -/
theorem frobSq_pythagoras (S : Matrix n n ℝ) (X R : Matrix n g ℝ)
    (h : IsUnit (gridOverlap X).det) (hR : R * Xᵀ = S) :
    frobSq R = frobSq (fittedQ S X) + frobSq (R - fittedQ S X) := by
  have hD : (R - fittedQ S X) * Xᵀ = 0 := by
    rw [Matrix.sub_mul, hR, fittedQ_mul_transpose S X h, sub_self]
  have h1 := fittedQ_orthogonal S X _ hD
  -- the other cross term is the transpose of the first
  have h2 : (R - fittedQ S X) * (fittedQ S X)ᵀ = 0 := by
    have h3 := congrArg Matrix.transpose h1
    rwa [Matrix.transpose_mul, Matrix.transpose_transpose, Matrix.transpose_zero] at h3
  have hsplit : R = fittedQ S X + (R - fittedQ S X) := by abel
  generalize R - fittedQ S X = D at h1 h2 hsplit ⊢
  rw [hsplit, frobSq_eq_trace, frobSq_eq_trace, frobSq_eq_trace,
    Matrix.transpose_add, Matrix.add_mul, Matrix.mul_add, Matrix.mul_add, h1, h2,
    add_zero, zero_add, Matrix.trace_add]
```

### (f) The unique minimum

Show that $Q$ meets the overlap condition and that every other $R$ meeting it has a strictly larger norm.

The first claim is (c). If $R\neq Q$, then $\|R-Q\|^2>0$ by (b), so (e) gives $\|R\|^2>\|Q\|^2$. Square roots preserve the order, and the Lean statement compares the norms themselves through `Real.sqrt`.

With one grid point and one basis function, $X=(x)$ with $x\neq0$, the condition already forces $R=S/x=Q$, and there is no competitor.

```lean
/-- If `X Xᵀ` is invertible, the matrix `Q = S (X Xᵀ)⁻¹ X` satisfies `Q Xᵀ = S`, and every other
matrix satisfying this condition has a strictly larger Frobenius norm. -/
theorem fittedQ_unique_minimal (S : Matrix n n ℝ) (X : Matrix n g ℝ)
    (h : IsUnit (gridOverlap X).det) :
    fittedQ S X * Xᵀ = S ∧
      ∀ R : Matrix n g ℝ, R * Xᵀ = S → R ≠ fittedQ S X →
        Real.sqrt (frobSq (fittedQ S X)) < Real.sqrt (frobSq R) := by
  refine ⟨fittedQ_mul_transpose S X h, fun R hR hne => ?_⟩
  have hpos := frobSq_pos (sub_ne_zero.mpr hne)
  have hpyth := frobSq_pythagoras S X R h hR
  have hnonneg : 0 ≤ frobSq (fittedQ S X) :=
    Finset.sum_nonneg fun _ _ => Finset.sum_nonneg fun _ _ => sq_nonneg _
  exact Real.sqrt_lt_sqrt hnonneg (by linarith)
```

### (g) The minimal value

Show that $\|Q\|^2=\operatorname{tr}(SG^{-1}S^T)$ for invertible $G$.

Transposing (c) gives $XQ^T=S^T$. Thus $QQ^T=SG^{-1}(XQ^T)=SG^{-1}S^T$; take the trace. In the opening example this is $1\cdot2\cdot1=2$.

```lean
/-- The squared norm of the fitted matrix is the trace of `S (X Xᵀ)⁻¹ Sᵀ`. -/
theorem frobSq_fittedQ (S : Matrix n n ℝ) (X : Matrix n g ℝ)
    (h : IsUnit (gridOverlap X).det) :
    frobSq (fittedQ S X) = (S * (gridOverlap X)⁻¹ * Sᵀ).trace := by
  have hX : X * (fittedQ S X)ᵀ = Sᵀ := by
    have h1 := congrArg Matrix.transpose (fittedQ_mul_transpose S X h)
    rwa [Matrix.transpose_mul, Matrix.transpose_transpose] at h1
  have hQ : fittedQ S X * (fittedQ S X)ᵀ = S * (gridOverlap X)⁻¹ * Sᵀ := by
    calc fittedQ S X * (fittedQ S X)ᵀ
        = S * (gridOverlap X)⁻¹ * (X * (fittedQ S X)ᵀ) :=
          Matrix.mul_assoc (S * (gridOverlap X)⁻¹) X _
      _ = S * (gridOverlap X)⁻¹ * Sᵀ := by rw [hX]
  rw [frobSq_eq_trace, hQ]
```

### (h) All solutions

For invertible $G$, show that $RX^T=S$ holds exactly when, for some $Z$,
$$R=Q+Z-(ZX^T)G^{-1}X.$$

If $RX^T=S$, choose $Z=R$: the last term is then $Q$, and the right side reduces to $R$. Conversely, multiply by $X^T$ and use (c) twice, with targets $S$ and $ZX^T$, to get $S+ZX^T-ZX^T=S$.

```lean
/-- If the numerical overlap is invertible, the matrices satisfying the overlap condition are
exactly the fitted matrix plus an arbitrary matrix `Z` from which its part in the row space of `X`
is removed. -/
theorem overlap_condition_iff (S : Matrix n n ℝ) (X R : Matrix n g ℝ)
    (h : IsUnit (gridOverlap X).det) :
    R * Xᵀ = S ↔
      ∃ Z : Matrix n g ℝ, R = fittedQ S X + (Z - fittedQ (Z * Xᵀ) X) := by
  constructor
  · intro hR
    refine ⟨R, ?_⟩
    rw [hR]
    abel
  · rintro ⟨Z, rfl⟩
    rw [Matrix.add_mul, Matrix.sub_mul, fittedQ_mul_transpose S X h,
      fittedQ_mul_transpose (Z * Xᵀ) X h, sub_self, add_zero]
```

### (i) When fitting changes nothing

For invertible $G$, show that $Q=X$ exactly when $G=S$.

If $Q=X$, then (c) reads $XX^T=S$. If $G=S$, then $Q=GG^{-1}X=X$. The two branches of `constructor` are these two directions.

```lean
/-- If the numerical overlap is invertible, the fitted matrix coincides with the bare grid matrix
`X` exactly when the quadrature already gives the overlap `S`. -/
theorem fittedQ_eq_self_iff (S : Matrix n n ℝ) (X : Matrix n g ℝ)
    (h : IsUnit (gridOverlap X).det) :
    fittedQ S X = X ↔ gridOverlap X = S := by
  constructor
  · intro hQ
    have h1 := fittedQ_mul_transpose S X h
    rw [hQ] at h1
    exact h1
  · intro hS
    rw [fittedQ, ← hS, Matrix.mul_nonsing_inv _ h, Matrix.one_mul]

end

end OverlapFitting
```

```lean
#print axioms OverlapFitting.fittedQ_unique_minimal
#print axioms OverlapFitting.frobSq_fittedQ
#print axioms OverlapFitting.overlap_condition_iff
#print axioms OverlapFitting.fittedQ_eq_self_iff
```

```
'OverlapFitting.fittedQ_unique_minimal' depends on axioms: [propext, Classical.choice, Quot.sound]
'OverlapFitting.frobSq_fittedQ' depends on axioms: [propext, Classical.choice, Quot.sound]
'OverlapFitting.overlap_condition_iff' depends on axioms: [propext, Classical.choice, Quot.sound]
'OverlapFitting.fittedQ_eq_self_iff' depends on axioms: [propext, Classical.choice, Quot.sound]
```
